# Gauge-origin dependence of a single Gaussian's kinetic energy, and its removal by the London phase

An orbital is modelled here as a complex function on the whole plane, and its momentum is taken by actual partial derivatives. The energy of a given orbital is then an integral over the plane, and the gauge origin enters it only through the vector potential. Points and origins are pairs of reals, $r=(r_1,r_2)$ and $O=(O_1,O_2)$, written `r.1`, `r.2` in Lean. Units have $\hbar=m=1$. The model is one spinless particle of charge $+1$ in a uniform perpendicular field $B$, with no scalar potential. For an electron, of charge $-1$, the sign of $B$ is reversed in the kinetic momentum and in the London phase.

```lean
import Mathlib

open MeasureTheory

namespace LondonGaugeOrigin

noncomputable section
```

The potential with gauge origin $O$ is

$$A_O(r)=\tfrac B2\,\bigl(-(r_2-O_2),\;r_1-O_1\bigr).$$

Its curl $\partial_1A_2-\partial_2A_1$ is $B$ for every $O$, so all origins describe the same field.

```lean
/-- The vector potential `B ẑ × (r - O) / 2` of a uniform field with gauge origin `O`. -/
def vectorPotential (B : ℝ) (O r : ℝ × ℝ) : ℝ × ℝ :=
  (-(B * (r.2 - O.2) / 2), B * (r.1 - O.1) / 2)
```

The kinetic momentum has components $-i\,\partial_j\chi-(A_O)_j\,\chi$ for $j=1,2$. Each partial derivative is a one-variable `deriv` with the other coordinate held fixed.

```lean
/-- The two components of `(p - A_O) χ` at the point `r`, with `p = -i∇`. -/
def kineticMomentum (B : ℝ) (O : ℝ × ℝ) (χ : ℝ × ℝ → ℂ) (r : ℝ × ℝ) : ℂ × ℂ :=
  (-Complex.I * deriv (fun s : ℝ => χ (s, r.2)) r.1 - ((vectorPotential B O r).1 : ℂ) * χ r,
   -Complex.I * deriv (fun s : ℝ => χ (r.1, s)) r.2 - ((vectorPotential B O r).2 : ℂ) * χ r)
```

The energy is the integral over the plane of half the squared length of this complex vector,

$$E_O[\chi]=\tfrac12\int|(p-A_O)\chi|^2\,d^2r .$$

It is not divided by the norm of $\chi$, so it is an expectation value only for normalized orbitals.

```lean
/-- The kinetic energy, the integral of `|(p - A_O) χ|² / 2` over the plane. -/
def kineticEnergy (B : ℝ) (O : ℝ × ℝ) (χ : ℝ × ℝ → ℂ) : ℝ :=
  ∫ r : ℝ × ℝ, (‖(kineticMomentum B O χ r).1‖ ^ 2 + ‖(kineticMomentum B O χ r).2‖ ^ 2) / 2
```

The orbital is the real Gaussian $\chi(r)=\sqrt{2a/\pi}\;e^{-a(r_1^2+r_2^2)}$ with $a>0$, centred at zero.

```lean
/-- The planar Gaussian `√(2a/π) exp(-a r²)` centred at zero, for `a > 0`. -/
def gaussian (a : ℝ) (r : ℝ × ℝ) : ℂ :=
  ((√(2 * a / Real.pi) * Real.exp (-a * (r.1 ^ 2 + r.2 ^ 2)) : ℝ) : ℂ)
```

For two origins $O$ and $O'$, let

$$\Lambda(r)=\tfrac B2\bigl[(O_2-O_2')\,r_1-(O_1-O_1')\,r_2\bigr].$$

The factor $e^{i\Lambda}$ is called the London phase here for any $O'$; in a London orbital, $O'$ is the centre of the orbital. The function $\Lambda$ is chosen so that $\nabla\Lambda=A_O-A_{O'}$.

```lean
/-- The London phase that carries an orbital from gauge origin `O'` to gauge origin `O`. -/
def londonPhase (B : ℝ) (O O' r : ℝ × ℝ) : ℂ :=
  Complex.exp (((B / 2 * ((O.2 - O'.2) * r.1 - (O.1 - O'.1) * r.2) : ℝ) : ℂ) * Complex.I)
```

## Gaussian integrals on the line and in the plane

For $b>0$, each of $x^2e^{-bx^2}$, $xe^{-bx^2}$ and $e^{-bx^2}$ is integrable, and so is any linear combination of them.

```lean
/-- A quadratic polynomial times a Gaussian is integrable on the line. -/
theorem integrable_quadratic {b : ℝ} (hb : 0 < b) (k u w : ℝ) :
    Integrable (fun x : ℝ => (k * x ^ 2 + u * x + w) * Real.exp (-b * x ^ 2)) := by
  have h2 : Integrable (fun x : ℝ => x ^ 2 * Real.exp (-b * x ^ 2)) := by
    simpa only [Real.rpow_two] using
      integrable_rpow_mul_exp_neg_mul_sq hb (s := 2) (by norm_num)
  have h := ((h2.const_mul k).add ((integrable_mul_exp_neg_mul_sq hb).const_mul u)).add
    ((integrable_exp_neg_mul_sq hb).const_mul w)
  refine h.congr (Filter.Eventually.of_forall fun x => ?_)
  simp only [Pi.add_apply]
  ring
```

To integrate $(kx^2+ux+w)e^{-bx^2}$, take $F(x)=-\frac{kx+u}{2b}\,e^{-bx^2}$. Then

$$F'(x)=\Bigl(kx^2+ux-\frac{k}{2b}\Bigr)e^{-bx^2},\qquad \int F'\,dx=0 .$$

What remains is $\frac{k}{2b}+w$ times $\int e^{-bx^2}dx=\sqrt{\pi/b}$. In the proof `hd` is the derivative of $F$ and `h0` the vanishing integral.

```lean
/-- The integral of a quadratic polynomial against a Gaussian on the line. -/
theorem integral_quadratic {b : ℝ} (hb : 0 < b) (k u w : ℝ) :
    ∫ x : ℝ, (k * x ^ 2 + u * x + w) * Real.exp (-b * x ^ 2)
      = √(Real.pi / b) * (k / (2 * b) + w) := by
  have hb' := hb.ne'
  have hF : Integrable (fun x : ℝ =>
      (-(k / (2 * b)) * x + -(u / (2 * b))) * Real.exp (-b * x ^ 2)) := by
    simpa only [zero_mul, zero_add] using
      integrable_quadratic hb 0 (-(k / (2 * b))) (-(u / (2 * b)))
  have hd : ∀ x : ℝ, HasDerivAt
      (fun x : ℝ => (-(k / (2 * b)) * x + -(u / (2 * b))) * Real.exp (-b * x ^ 2))
      ((k * x ^ 2 + u * x + -(k / (2 * b))) * Real.exp (-b * x ^ 2)) x := by
    intro x
    have he : HasDerivAt (fun x : ℝ => Real.exp (-b * x ^ 2))
        (Real.exp (-b * x ^ 2) * (-b * (2 * x))) x :=
      (((hasDerivAt_pow 2 x).const_mul (-b)).exp).congr_deriv (by norm_num)
    have hp := ((hasDerivAt_id' x).const_mul (-(k / (2 * b)))).add_const (-(u / (2 * b)))
    refine (hp.fun_mul he).congr_deriv ?_
    field_simp
    ring
  -- the total derivative integrates to zero
  have h0 := integral_eq_zero_of_hasDerivAt_of_integrable hd (integrable_quadratic hb _ _ _) hF
  calc ∫ x : ℝ, (k * x ^ 2 + u * x + w) * Real.exp (-b * x ^ 2)
      = ∫ x : ℝ, ((k * x ^ 2 + u * x + -(k / (2 * b))) * Real.exp (-b * x ^ 2)
          + (k / (2 * b) + w) * Real.exp (-b * x ^ 2)) := by
        congr 1
        ext x
        ring
    _ = √(Real.pi / b) * (k / (2 * b) + w) := by
        rw [integral_add (integrable_quadratic hb _ _ _)
          ((integrable_exp_neg_mul_sq hb).const_mul _), h0, integral_const_mul,
          integral_gaussian]
        ring
```

In the plane the exponential factorizes. Split the polynomial into $(kr_1^2+ur_1+w)+(kr_2^2+vr_2)$ and integrate each part as a product:

$$\frac{\pi}{b}\Bigl(\frac{k}{2b}+w\Bigr)+\frac{\pi}{b}\,\frac{k}{2b}=\frac{\pi}{b}\Bigl(\frac kb+w\Bigr).$$

The linear terms drop out by symmetry. The step `key` is the product rule for integrals.

```lean
/-- The integral of `k r² + u x + v y + w` against a Gaussian on the plane. -/
theorem integral_plane {b : ℝ} (hb : 0 < b) (k u v w : ℝ) :
    ∫ p : ℝ × ℝ, (k * (p.1 ^ 2 + p.2 ^ 2) + u * p.1 + v * p.2 + w)
      * Real.exp (-b * (p.1 ^ 2 + p.2 ^ 2)) = Real.pi / b * (k / b + w) := by
  have key : ∀ f g h : ℝ → ℝ, Integrable f → Integrable g → Integrable h →
      ∫ p : ℝ × ℝ, (f p.1 * g p.2 + g p.1 * h p.2)
        = (∫ x, f x) * (∫ x, g x) + (∫ x, g x) * (∫ x, h x) := by
    intro f g h hf hg hh
    rw [Measure.volume_eq_prod, integral_add (hf.mul_prod hg) (hg.mul_prod hh),
      integral_prod_mul, integral_prod_mul]
  have h := key _ _ _ (integrable_quadratic hb k u w) (integrable_exp_neg_mul_sq hb)
    (integrable_quadratic hb k v 0)
  beta_reduce at h
  rw [integral_quadratic hb k u w, integral_quadratic hb k v 0, integral_gaussian] at h
  have hs : √(Real.pi / b) * √(Real.pi / b) = Real.pi / b :=
    Real.mul_self_sqrt (by positivity)
  refine Eq.trans (integral_congr_ae (Filter.Eventually.of_forall fun p => ?_)) (h.trans ?_)
  · have he : Real.exp (-b * (p.1 ^ 2 + p.2 ^ 2))
        = Real.exp (-b * p.1 ^ 2) * Real.exp (-b * p.2 ^ 2) := by
      rw [← Real.exp_add, mul_add]
    simp only [he]
    ring
  · linear_combination (k / b + w) * hs
```

## The energy of the Gaussian

Squaring the orbital doubles the exponent: $\chi^2=\frac{2a}{\pi}e^{-2a(r_1^2+r_2^2)}$.

```lean
/-- The squared modulus of the Gaussian at each point of the plane. -/
theorem gaussian_sq {a : ℝ} (ha : 0 < a) (r : ℝ × ℝ) :
    (√(2 * a / Real.pi) * Real.exp (-a * (r.1 ^ 2 + r.2 ^ 2))) ^ 2
      = 2 * a / Real.pi * Real.exp (-(2 * a) * (r.1 ^ 2 + r.2 ^ 2)) := by
  rw [mul_pow, Real.sq_sqrt (by positivity), sq (Real.exp _), ← Real.exp_add]
  congr 2
  ring
```

The plane integral with $b=2a$, $k=u=v=0$ and $w=2a/\pi$ gives $\frac{\pi}{2a}\cdot\frac{2a}{\pi}=1$, so $\chi$ is normalized.

```lean
/-- The planar Gaussian is normalized. -/
theorem gaussian_normalized {a : ℝ} (ha : 0 < a) : ∫ r : ℝ × ℝ, ‖gaussian a r‖ ^ 2 = 1 := by
  have h := integral_plane (b := 2 * a) (by positivity) 0 0 0 (2 * a / Real.pi)
  simp only [zero_mul, zero_add, zero_div] at h
  simp only [gaussian, Complex.norm_real, Real.norm_eq_abs, sq_abs, gaussian_sq ha]
  rw [h]
  have hpi := Real.pi_ne_zero
  field_simp
```

Since $\partial_j\chi=-2ar_j\chi$, the kinetic momentum is $(2iar_j-(A_O)_j)\chi$. The first term is imaginary and the second real, so their squares add without a cross term. With $|A_O|^2=\frac{B^2}{4}|r-O|^2$, the energy density is

$$\Bigl[2a^2|r|^2+\tfrac{B^2}{8}|r-O|^2\Bigr]\chi^2
=\Bigl[\bigl(2a^2+\tfrac{B^2}{8}\bigr)|r|^2-\tfrac{B^2}{4}\,O\cdot r+\tfrac{B^2}{8}|O|^2\Bigr]\chi^2 .$$

Integrating with $b=2a$ divides the coefficient of $|r|^2$ by $2a$, removes the linear term and keeps the constant:

$$E_O[\chi]=a+\frac{B^2}{16a}+\frac{B^2|O|^2}{8}.$$

Lean writes $|O|^2$ as `O.1 ^ 2 + O.2 ^ 2`, because the built-in norm on pairs is the maximum norm. In the proof `key` differentiates the Gaussian, `hn` adds the two squares, and `linear_combination` inserts the formula for $\chi^2$.

```lean
/-- The kinetic energy of the Gaussian is `a + B²/(16a) + B²|O|²/8`. -/
theorem gaussian_energy {a : ℝ} (ha : 0 < a) (B : ℝ) (O : ℝ × ℝ) :
    kineticEnergy B O (gaussian a)
      = a + B ^ 2 / (16 * a) + B ^ 2 * (O.1 ^ 2 + O.2 ^ 2) / 8 := by
  have key : ∀ s t : ℝ, HasDerivAt
      (fun s : ℝ => ((√(2 * a / Real.pi) * Real.exp (-a * (s ^ 2 + t)) : ℝ) : ℂ))
      ((-(2 * a * s) * (√(2 * a / Real.pi) * Real.exp (-a * (s ^ 2 + t))) : ℝ) : ℂ) s := by
    intro s t
    have h := ((((hasDerivAt_pow 2 s).add_const t).const_mul (-a)).exp).const_mul
      (√(2 * a / Real.pi))
    refine (h.congr_deriv ?_).ofReal_comp
    norm_num
    ring
  have hn : ∀ p q : ℝ, ‖-Complex.I * (p : ℂ) - (q : ℂ)‖ ^ 2 = p ^ 2 + q ^ 2 := by
    intro p q
    rw [Complex.sq_norm, Complex.normSq_apply]
    simp
    ring
  have h := integral_plane (b := 2 * a) (by positivity)
    (2 * a / Real.pi * (2 * a ^ 2 + B ^ 2 / 8)) (-(2 * a / Real.pi * (B ^ 2 * O.1 / 4)))
    (-(2 * a / Real.pi * (B ^ 2 * O.2 / 4)))
    (2 * a / Real.pi * (B ^ 2 * (O.1 ^ 2 + O.2 ^ 2) / 8))
  refine Eq.trans (integral_congr_ae (Filter.Eventually.of_forall fun r => ?_)) (h.trans ?_)
  · have hx : deriv (fun s : ℝ => gaussian a (s, r.2)) r.1 = ((-(2 * a * r.1) *
        (√(2 * a / Real.pi) * Real.exp (-a * (r.1 ^ 2 + r.2 ^ 2))) : ℝ) : ℂ) :=
      (key r.1 (r.2 ^ 2)).deriv
    have hy : deriv (fun s : ℝ => gaussian a (r.1, s)) r.2 = ((-(2 * a * r.2) *
        (√(2 * a / Real.pi) * Real.exp (-a * (r.1 ^ 2 + r.2 ^ 2))) : ℝ) : ℂ) := by
      have hf : (fun s : ℝ => gaussian a (r.1, s)) = fun s : ℝ =>
          ((√(2 * a / Real.pi) * Real.exp (-a * (s ^ 2 + r.1 ^ 2)) : ℝ) : ℂ) := by
        funext s
        simp only [gaussian, add_comm]
      rw [hf, (key r.2 (r.1 ^ 2)).deriv, add_comm (r.2 ^ 2)]
    -- the orbital is real, so `p χ` and `A χ` add in quadrature
    simp only [kineticMomentum, hx, hy]
    simp only [gaussian, ← Complex.ofReal_mul, hn, vectorPotential]
    linear_combination ((4 * a ^ 2 * (r.1 ^ 2 + r.2 ^ 2)
      + B ^ 2 / 4 * ((r.1 - O.1) ^ 2 + (r.2 - O.2) ^ 2)) / 2) * gaussian_sq ha r
  · have hpi := Real.pi_ne_zero
    field_simp
    ring
```

The same argument, though not formalized here, applies to any smooth real normalized orbital with mean position zero, finite $\langle r^2\rangle$ and finite kinetic energy: moving the origin from $0$ to $O$ raises its energy by $B^2|O|^2/8$.

## The one-function basis

The normalized states in the span of $\chi$ are $c\chi$ with $|c|=1$. The constant passes through the derivative, $(p-A_O)(c\chi)=c\,(p-A_O)\chi$, and leaves the modulus unchanged. Two origins therefore give equal energies exactly when $B^2|O|^2=B^2|O'|^2$, which for $B\neq0$ means $|O|=|O'|$. The basis cannot compensate for a change of origin, as its only freedom is a constant phase.

```lean
/-- In a nonzero field, normalized states in the span of the single Gaussian have equal energies
for two gauge origins exactly when the origins are equally far from its centre. -/
theorem span_energy_eq_iff {a B : ℝ} (ha : 0 < a) (hB : B ≠ 0) (O O' : ℝ × ℝ) {c c' : ℂ}
    (hc : ‖c‖ = 1) (hc' : ‖c'‖ = 1) :
    kineticEnergy B O (fun r => c * gaussian a r) = kineticEnergy B O' (fun r => c' * gaussian a r)
      ↔ O.1 ^ 2 + O.2 ^ 2 = O'.1 ^ 2 + O'.2 ^ 2 := by
  have hs : ∀ (P : ℝ × ℝ) (d : ℂ), ‖d‖ = 1 →
      kineticEnergy B P (fun r => d * gaussian a r) = kineticEnergy B P (gaussian a) := by
    intro P d hd
    have hm : ∀ z w v : ℂ, ‖-Complex.I * (d * z) - w * (d * v)‖ = ‖-Complex.I * z - w * v‖ := by
      intro z w v
      rw [show -Complex.I * (d * z) - w * (d * v) = d * (-Complex.I * z - w * v) by ring,
        norm_mul, hd, one_mul]
    simp only [kineticEnergy, kineticMomentum, deriv_const_mul_field, hm]
  rw [hs O c hc, hs O' c' hc', gaussian_energy ha, gaussian_energy ha]
  constructor
  · intro h
    exact mul_left_cancel₀ (pow_ne_zero 2 hB) (by linear_combination 8 * h)
  · intro h
    linear_combination B ^ 2 / 8 * h
```

The normalization `hc` is needed. Take $a=1$ and $B=4$, so that $E_O[\chi]=2+2|O|^2$. With $O=(0,0)$, $c=\sqrt2$ and $O'=(1,0)$, $c'=1$, both energies are $4$, yet the origins are not equally far from the centre.

## The London phase

For a differentiable $\chi$ the product rule gives

$$(p-A_O)(e^{i\Lambda}\chi)=e^{i\Lambda}(p+\nabla\Lambda-A_O)\chi=e^{i\Lambda}(p-A_{O'})\chi .$$

In Lean `p1` and `p2` are the partial derivatives of the phase, and the closing steps use $i^2=-1$. The hypothesis `hχ` supplies the differentiability that the product rule requires.

```lean
/-- For a differentiable orbital `χ`, the kinetic momentum for origin `O` of the London phase times
`χ` is the phase times the kinetic momentum of `χ` for origin `O'`. -/
theorem london_momentum (B : ℝ) (O O' : ℝ × ℝ) {χ : ℝ × ℝ → ℂ} (hχ : Differentiable ℝ χ)
    (r : ℝ × ℝ) :
    kineticMomentum B O (fun q => londonPhase B O O' q * χ q) r
      = (londonPhase B O O' r * (kineticMomentum B O' χ r).1,
         londonPhase B O O' r * (kineticMomentum B O' χ r).2) := by
  obtain ⟨x, y⟩ := r
  have h1 : DifferentiableAt ℝ (fun s : ℝ => χ (s, y)) x := by fun_prop
  have h2 : DifferentiableAt ℝ (fun s : ℝ => χ (x, s)) y := by fun_prop
  have p1 : HasDerivAt (fun s : ℝ => londonPhase B O O' (s, y)) (londonPhase B O O' (x, y) *
      (((B / 2 * ((O.2 - O'.2) * 1) : ℝ) : ℂ) * Complex.I)) x :=
    ((((((hasDerivAt_id' x).const_mul (O.2 - O'.2)).sub_const
      ((O.1 - O'.1) * y)).const_mul (B / 2)).ofReal_comp).mul_const Complex.I).cexp
  have p2 : HasDerivAt (fun s : ℝ => londonPhase B O O' (x, s)) (londonPhase B O O' (x, y) *
      (((B / 2 * (-((O.1 - O'.1) * 1)) : ℝ) : ℂ) * Complex.I)) y :=
    ((((((hasDerivAt_id' y).const_mul (O.1 - O'.1)).const_sub
      ((O.2 - O'.2) * x)).const_mul (B / 2)).ofReal_comp).mul_const Complex.I).cexp
  have hx := (p1.fun_mul h1.hasDerivAt).deriv
  have hy := (p2.fun_mul h2.hasDerivAt).deriv
  -- the gradient of the phase is the difference of the two vector potentials
  simp only [kineticMomentum, vectorPotential, Prod.mk.injEq]
  rw [hx, hy]
  push_cast
  constructor
  · linear_combination (-(londonPhase B O O' (x, y) * ((B : ℂ) / 2 * (O.2 - O'.2))
      * χ (x, y))) * Complex.I_sq
  · linear_combination (londonPhase B O O' (x, y) * ((B : ℂ) / 2 * (O.1 - O'.1))
      * χ (x, y)) * Complex.I_sq
```

As $|e^{i\Lambda}|=1$, the two energy densities agree at every point, and hence so do the energies: $E_O[e^{i\Lambda}\chi]=E_{O'}[\chi]$. If the energy integral diverges, Lean assigns zero to both sides and the equality has no physical content.

```lean
/-- A differentiable orbital carried to a new gauge origin by the London phase keeps its kinetic
energy. -/
theorem london_energy (B : ℝ) (O O' : ℝ × ℝ) {χ : ℝ × ℝ → ℂ} (hχ : Differentiable ℝ χ) :
    kineticEnergy B O (fun q => londonPhase B O O' q * χ q) = kineticEnergy B O' χ := by
  have hp : ∀ r, ‖londonPhase B O O' r‖ = 1 := fun r => Complex.norm_exp_ofReal_mul_I _
  simp only [kineticEnergy, london_momentum B O O' hχ, norm_mul, hp, one_mul]
```

Now let $O'=0$, the centre of the Gaussian. The term in $|O|^2$ disappears, and the London Gaussian has energy $a+\frac{B^2}{16a}$ for every origin. In this one-particle, one-function model the energy therefore no longer depends on the arbitrary choice of origin. London orbitals serve the same purpose in electronic-structure calculations on molecules in a magnetic field, where the basis functions have several centres; that case is not treated here.

```lean
/-- The Gaussian with its London phase has energy `a + B²/(16a)` for every gauge origin. -/
theorem london_gaussian_energy {a : ℝ} (ha : 0 < a) (B : ℝ) (O : ℝ × ℝ) :
    kineticEnergy B O (fun q => londonPhase B O 0 q * gaussian a q) = a + B ^ 2 / (16 * a) := by
  have hg : Differentiable ℝ (gaussian a) :=
    Complex.ofRealCLM.differentiable.comp (f := fun r : ℝ × ℝ =>
      √(2 * a / Real.pi) * Real.exp (-a * (r.1 ^ 2 + r.2 ^ 2))) (by fun_prop)
  rw [london_energy B O 0 hg, gaussian_energy ha]
  simp

end

end LondonGaugeOrigin
```

```lean
#print axioms LondonGaugeOrigin.gaussian_normalized
-- 'LondonGaugeOrigin.gaussian_normalized' depends on axioms: [propext, Classical.choice, Quot.sound]
#print axioms LondonGaugeOrigin.span_energy_eq_iff
-- 'LondonGaugeOrigin.span_energy_eq_iff' depends on axioms: [propext, Classical.choice, Quot.sound]
#print axioms LondonGaugeOrigin.london_gaussian_energy
-- 'LondonGaugeOrigin.london_gaussian_energy' depends on axioms: [propext, Classical.choice, Quot.sound]
```
